# Numerov dispersion relation and step limit for plane waves of u'' = −k²u

The grid points are numbered by all integers j, neighbouring points are a distance h apart, and a grid function u assigns a complex number u(j) to each of them.

In Lean 4 with Mathlib:

```lean
import Mathlib

noncomputable section

namespace NumerovDispersion
```

For u'' = f, the Numerov rule couples three neighbouring points:

u(j+1) − 2u(j) + u(j−1) = (h²/12) (f(j+1) + 10f(j) + f(j−1))

In `IsNumerov` this must hold at every integer j, so there are no boundaries.

```lean
/-- The Numerov rule with step `h` for `u'' = f` on a uniform grid. -/
def IsNumerov (h : ℝ) (f u : ℤ → ℂ) : Prop :=
  ∀ j : ℤ, u (j + 1) - 2 * u j + u (j - 1)
    = (h : ℂ) ^ 2 / 12 * (f (j + 1) + 10 * f j + f (j - 1))
```

The oscillator equation is the case f(j) = −k²u(j). For a particle of mass m and energy E in a constant potential V ≤ E, it is the one-dimensional Schrödinger equation with k² = 2m(E − V)/ħ². A potential that varies in space is not covered.

```lean
/-- The grid function `u` solves the Numerov scheme for `u'' = -k² u`. -/
def SolvesOscillator (h k : ℝ) (u : ℤ → ℂ) : Prop :=
  IsNumerov h (fun j => -(k : ℂ) ^ 2 * u j) u
```

Both h and k are real. The formal statements also allow zero and negative values, although a grid spacing has h > 0. Both numbers enter only through

t = h²k²/12

```lean
/-- The dimensionless step parameter `t = h² k² / 12`. -/
def stepParam (h k : ℝ) : ℝ := h ^ 2 * k ^ 2 / 12
```

and through the ratio

c = (1 − 5t)/(1 + t)

which the code calls `phaseCos`.

```lean
/-- The ratio `(1 - 5t) / (1 + t)`, whose denominator is positive for all real `h` and `k`. -/
def phaseCos (h k : ℝ) : ℝ := (1 - 5 * stepParam h k) / (1 + stepParam h k)
```

A plane wave with real phase advance θ per step is written w(j) = exp(iθj).

```lean
/-- The discrete plane wave `exp(i θ j)` with phase advance `θ` per step. -/
def planeWave (θ : ℝ) (j : ℤ) : ℂ := Complex.exp (Complex.I * θ * j)
```

## (a) The denominator of c

Show that for all real h and k

1 + t > 0

The number t is a product of two squares divided by 12. Hence t ≥ 0 and 1 + t ≥ 1. The tactic `positivity` makes the same observation.

```lean
/-- The denominator `1 + t` is positive for real step and wave number. -/
theorem one_add_stepParam_pos (h k : ℝ) : 0 < 1 + stepParam h k := by
  unfold stepParam
  positivity
```

## (b) Reduction to a three-term recurrence

Show that u solves the scheme for u'' = −k²u if and only if, for every j,

u(j+1) + u(j−1) = 2c u(j)

Inserting f = −k²u turns the rule into

u(j+1) − 2u(j) + u(j−1) = −t (u(j+1) + 10u(j) + u(j−1))

Collecting the outer points on the left gives

(1 + t)(u(j+1) + u(j−1)) = 2(1 − 5t) u(j)

By (a) we may divide by 1 + t, which yields the recurrence. Multiplying by 1 + t leads back.

In the code, `hc` states (1 + t)c = 1 − 5t for complex numbers and `hT` inserts the definition of t. The division is `mul_left_cancel₀`, and `linear_combination` collects the terms in each direction.

```lean
/-- The Numerov scheme for `u'' = -k² u` is the three-term recurrence
`u(j+1) + u(j-1) = 2 c u(j)` with `c = (1 - 5t) / (1 + t)`. -/
theorem solves_iff (h k : ℝ) (u : ℤ → ℂ) :
    SolvesOscillator h k u ↔
      ∀ j : ℤ, u (j + 1) + u (j - 1) = 2 * (phaseCos h k : ℂ) * u j := by
  have hpos := one_add_stepParam_pos h k
  have ht : (1 + (stepParam h k : ℂ)) ≠ 0 := by exact_mod_cast hpos.ne'
  have hr : (1 + stepParam h k) * phaseCos h k = 1 - 5 * stepParam h k :=
    mul_div_cancel₀ _ hpos.ne'
  have hc : (1 + (stepParam h k : ℂ)) * (phaseCos h k : ℂ)
      = 1 - 5 * (stepParam h k : ℂ) := by exact_mod_cast hr
  have hT : (stepParam h k : ℂ) = (h : ℂ) ^ 2 * (k : ℂ) ^ 2 / 12 := by
    simp [stepParam]
  simp only [SolvesOscillator, IsNumerov]
  refine forall_congr' fun j => ⟨fun e => ?_, fun e => ?_⟩
  · apply mul_left_cancel₀ ht
    linear_combination e - 2 * u j * hc + (u (j + 1) + u (j - 1) + 10 * u j) * hT
  · linear_combination (1 + (stepParam h k : ℂ)) * e + 2 * u j * hc
      - (u (j + 1) + u (j - 1) + 10 * u j) * hT
```

## (c) The neighbours of a point in a plane wave

Show that for real θ and every j

w(j+1) + w(j−1) = 2 cos θ · w(j)

One step to the right multiplies w(j) by exp(iθ), and one step to the left multiplies it by exp(−iθ). The sum is therefore

w(j) (exp(iθ) + exp(−iθ)) = 2 cos θ · w(j)

The two factors are `h1` and `h2` in the proof, and `h3` is Euler's formula for the cosine.

```lean
/-- The two neighbours of a grid point in a plane wave add up to `2 cos θ` times
the value at that point. -/
theorem planeWave_neighbours (θ : ℝ) (j : ℤ) :
    planeWave θ (j + 1) + planeWave θ (j - 1)
      = 2 * (Real.cos θ : ℂ) * planeWave θ j := by
  have h1 : planeWave θ (j + 1) = planeWave θ j * Complex.exp (θ * Complex.I) := by
    unfold planeWave
    rw [← Complex.exp_add]
    congr 1
    push_cast
    ring
  have h2 : planeWave θ (j - 1) = planeWave θ j * Complex.exp (-θ * Complex.I) := by
    unfold planeWave
    rw [← Complex.exp_add]
    congr 1
    push_cast
    ring
  have h3 := Complex.two_cos (θ : ℂ)
  rw [h1, h2, Complex.ofReal_cos]
  linear_combination -(planeWave θ j) * h3
```

## (d) The dispersion relation

Show that w solves the scheme if and only if

cos θ = (1 − 5t)/(1 + t)

By (b) and (c), w is a solution exactly when, for every j,

2 cos θ · w(j) = 2c w(j)

Since |w(j)| = 1, the factor w(j) can be cancelled, which leaves cos θ = c. Conversely, if cos θ = c, the equation holds at every j. The relation fixes θ only up to its sign and multiples of 2π.

For the forward direction the code needs only the point j = 0. It cancels the nonzero exponential there and then passes from an equation between complex numbers to one between real numbers with `Complex.ofReal_injective`.

```lean
/-- Numerov dispersion relation: for real `θ` the plane wave `exp(i θ j)` solves the scheme
for `u'' = -k² u` exactly when `cos θ = (1 - 5t) / (1 + t)`, with `t = h² k² / 12`. -/
theorem planeWave_solves_iff (h k θ : ℝ) :
    SolvesOscillator h k (planeWave θ) ↔
      Real.cos θ = (1 - 5 * stepParam h k) / (1 + stepParam h k) := by
  rw [solves_iff]
  constructor
  · intro e
    have e0 := e 0
    rw [planeWave_neighbours] at e0
    -- a plane wave never vanishes, so it can be cancelled
    have hp : planeWave θ 0 ≠ 0 := Complex.exp_ne_zero _
    exact Complex.ofReal_injective
      (mul_left_cancel₀ two_ne_zero (mul_right_cancel₀ hp e0))
  · intro e j
    have hc : Real.cos θ = phaseCos h k := e
    rw [planeWave_neighbours, hc]
```

## (e) The largest step that admits a plane wave

Show that some real θ makes w a solution if and only if

h²k² ≤ 6

By (d), we need a real θ with cos θ = c, and there is one exactly when −1 ≤ c ≤ 1. Multiply both bounds by the positive number 1 + t. The upper one becomes 1 − 5t ≤ 1 + t, or 0 ≤ 6t, which always holds. The lower one becomes −1 − t ≤ 1 − 5t, or t ≤ 1/2, which is h²k² ≤ 6.

The code takes θ = arccos c as its example and checks both bounds with `linarith`.

For positive h and k and a constant potential, the condition asks for at least 2π/√6 ≈ 2.57 steps per wavelength. It concerns the existence of an undamped wave and not its accuracy: at the limit the scheme advances the phase by π per step, whereas the differential equation advances it by √6 ≈ 2.45.

```lean
/-- There is a real phase advance `θ` for which the plane wave `exp(i θ j)` solves the Numerov
scheme for `u'' = -k² u` exactly when `h² k² ≤ 6`. -/
theorem exists_planeWave_iff (h k : ℝ) :
    (∃ θ : ℝ, SolvesOscillator h k (planeWave θ)) ↔ h ^ 2 * k ^ 2 ≤ 6 := by
  have ht := one_add_stepParam_pos h k
  constructor
  · rintro ⟨θ, hθ⟩
    rw [planeWave_solves_iff] at hθ
    have h1 := Real.neg_one_le_cos θ
    rw [hθ, le_div_iff₀ ht] at h1
    unfold stepParam at h1
    linarith
  · intro h6
    have h0 : 0 ≤ h ^ 2 * k ^ 2 := by positivity
    refine ⟨Real.arccos (phaseCos h k), (planeWave_solves_iff h k _).2 ?_⟩
    apply Real.cos_arccos
    · rw [phaseCos, le_div_iff₀ ht]
      unfold stepParam
      linarith
    · rw [phaseCos, div_le_iff₀ ht]
      unfold stepParam
      linarith
```

## (f) Two neighbouring values fix a solution

Let v and w now be any two solutions with v(0) = w(0) and v(1) = w(1). Show that for every j

v(j) = w(j)

The recurrence from (b) can be solved for either outer point:

u(j+1) = 2c u(j) − u(j−1)

u(j−1) = 2c u(j) − u(j+1)

Agreement at two neighbouring points thus spreads one point to the right and one to the left, and by induction to the whole grid. In `key` the induction carries the pair of values at j and j + 1, and `Int.induction_on` runs it in both directions.

Agreement at 0 alone does not suffice: for k = 0, both v(j) = 0 and w(j) = j are solutions.

```lean
/-- Two solutions of the Numerov scheme for `u'' = -k² u` that agree at the grid points
0 and 1 agree everywhere. -/
theorem solution_unique {h k : ℝ} {v w : ℤ → ℂ} (hv : SolvesOscillator h k v)
    (hw : SolvesOscillator h k w) (h0 : v 0 = w 0) (h1 : v 1 = w 1) (j : ℤ) :
    v j = w j := by
  rw [solves_iff] at hv hw
  -- carry a pair of neighbouring values in both directions
  have key : v j = w j ∧ v (j + 1) = w (j + 1) := by
    refine Int.induction_on j ?_ ?_ ?_
    · exact ⟨h0, by simpa using h1⟩
    · intro i ih
      have a := hv ((i : ℤ) + 1)
      have b := hw ((i : ℤ) + 1)
      rw [add_sub_cancel_right] at a b
      exact ⟨ih.2, by linear_combination a - b - ih.1 + 2 * (phaseCos h k : ℂ) * ih.2⟩
    · intro i ih
      have a := hv (-(i : ℤ))
      have b := hw (-(i : ℤ))
      refine ⟨by linear_combination a - b - ih.2 + 2 * (phaseCos h k : ℂ) * ih.1, ?_⟩
      rw [sub_add_cancel]
      exact ih.1
  exact key.1
```

## (g) All solutions below the limit

Let 0 < h²k² < 6, let θ be real with cos θ = c, and let u be any solution. Show that there are complex numbers A and B such that, for every j,

u(j) = A exp(iθj) + B exp(−iθj)

The bounds in (e) are now strict, so −1 < cos θ < 1 and sin θ ≠ 0. Both exponentials solve the scheme because the cosine is even, and any combination of them does so because the recurrence is linear. It remains to match the values at 0 and 1:

A + B = u(0)

A exp(iθ) + B exp(−iθ) = u(1)

The solution is

A = (u(1) − exp(−iθ) u(0)) / (2i sin θ)

B = (exp(iθ) u(0) − u(1)) / (2i sin θ)

By (f), the combination then equals u everywhere.

In the code, `hs` is sin θ ≠ 0, `hD` says that the two waves differ at the point 1, `hAB` provides the coefficients, and `hw` shows that the combination is a solution.

If the lower bound is dropped, k = 0 gives a counter-example. Then c = 1, θ is a multiple of 2π, and both exponentials equal 1 at every point. Their combinations are constant, but u(j) = j is also a solution.

```lean
/-- For `0 < h² k² < 6` and a real `θ` obeying the dispersion relation, every Numerov solution
is a superposition of the plane waves `exp(i θ j)` and `exp(-i θ j)`. -/
theorem general_solution {h k θ : ℝ} {u : ℤ → ℂ} (h0 : 0 < h ^ 2 * k ^ 2)
    (h6 : h ^ 2 * k ^ 2 < 6)
    (hθ : Real.cos θ = (1 - 5 * stepParam h k) / (1 + stepParam h k))
    (hu : SolvesOscillator h k u) :
    ∃ A B : ℂ, ∀ j : ℤ, u j = A * planeWave θ j + B * planeWave (-θ) j := by
  have ht := one_add_stepParam_pos h k
  have hlo : -1 < Real.cos θ := by
    rw [hθ, lt_div_iff₀ ht]
    unfold stepParam
    linarith
  have hhi : Real.cos θ < 1 := by
    rw [hθ, div_lt_iff₀ ht]
    unfold stepParam
    linarith
  have hs : Real.sin θ ≠ 0 := by
    intro hs
    have h1 := Real.sin_sq_add_cos_sq θ
    rw [hs] at h1
    nlinarith [mul_pos (sub_pos.2 hlo) (sub_pos.2 hhi)]
  have hE (φ : ℝ) : planeWave φ 1
      = (Real.cos φ : ℂ) + (Real.sin φ : ℂ) * Complex.I := by
    rw [Complex.ofReal_cos, Complex.ofReal_sin, ← Complex.exp_mul_I]
    unfold planeWave
    congr 1
    push_cast
    ring
  -- both waves equal 1 at grid point 0 and they differ at grid point 1,
  -- so a combination of them fits any values at these two points
  have hD : planeWave θ 1 - planeWave (-θ) 1 ≠ 0 := by
    intro e
    rw [hE, hE, Real.cos_neg, Real.sin_neg, Complex.ofReal_neg] at e
    have h2 : (2 * Complex.I) * (Real.sin θ : ℂ) = 0 := by linear_combination e
    exact hs (Complex.ofReal_eq_zero.mp
      ((mul_eq_zero.mp h2).resolve_left (by simp [Complex.I_ne_zero])))
  have hAB : ∃ A B : ℂ, A + B = u 0 ∧ A * planeWave θ 1 + B * planeWave (-θ) 1 = u 1 := by
    refine ⟨(u 1 - planeWave (-θ) 1 * u 0) / (planeWave θ 1 - planeWave (-θ) 1),
      (planeWave θ 1 * u 0 - u 1) / (planeWave θ 1 - planeWave (-θ) 1), ?_, ?_⟩
    · rw [← add_div, div_eq_iff hD]
      ring
    · rw [div_mul_eq_mul_div, div_mul_eq_mul_div, ← add_div, div_eq_iff hD]
      ring
  obtain ⟨A, B, hA, hB⟩ := hAB
  have hw : SolvesOscillator h k (fun j => A * planeWave θ j + B * planeWave (-θ) j) := by
    rw [solves_iff]
    intro j
    have hc : Real.cos θ = phaseCos h k := hθ
    have e1 := planeWave_neighbours θ j
    have e2 := planeWave_neighbours (-θ) j
    rw [Real.cos_neg, hc] at e2
    rw [hc] at e1
    show A * planeWave θ (j + 1) + B * planeWave (-θ) (j + 1)
      + (A * planeWave θ (j - 1) + B * planeWave (-θ) (j - 1))
      = 2 * (phaseCos h k : ℂ) * (A * planeWave θ j + B * planeWave (-θ) j)
    linear_combination A * e1 + B * e2
  refine ⟨A, B, solution_unique hu hw ?_ hB.symm⟩
  have hz (φ : ℝ) : planeWave φ 0 = 1 := by simp [planeWave]
  show u 0 = A * planeWave θ 0 + B * planeWave (-θ) 0
  rw [hz, hz, ← hA]
  ring
```

## (h) A growing solution at the limit

Let h²k² = 6. Show that the scheme is solved by

u(j) = j (−1)^j

Here t = 1/2 and c = −1, so the recurrence reads u(j+1) + u(j−1) = −2u(j). The left-hand side is

(j+1)(−1)^(j+1) + (j−1)(−1)^(j−1) = −2j (−1)^j

as required. The code evaluates c in `hc` and splits the integer powers of −1, which also covers negative j.

This sequence shows why (g) needs its upper bound to be strict. At the limit cos θ = −1, and both exponentials equal (−1)^j. Their combinations have constant modulus, while |u(j)| = |j| grows.

```lean
/-- At `h² k² = 6` the linearly growing sequence `j (-1)^j` solves the Numerov scheme. -/
theorem threshold_solution {h k : ℝ} (h6 : h ^ 2 * k ^ 2 = 6) :
    SolvesOscillator h k (fun j => (j : ℂ) * (-1 : ℂ) ^ j) := by
  have hc : phaseCos h k = -1 := by
    rw [phaseCos, stepParam, h6]
    norm_num
  have hn : (-1 : ℂ) ≠ 0 := by norm_num
  have hi : (-1 : ℂ)⁻¹ = -1 := by norm_num
  rw [solves_iff, hc]
  intro j
  show ((j + 1 : ℤ) : ℂ) * (-1 : ℂ) ^ (j + 1) + ((j - 1 : ℤ) : ℂ) * (-1 : ℂ) ^ (j - 1)
    = 2 * ((-1 : ℝ) : ℂ) * ((j : ℂ) * (-1 : ℂ) ^ j)
  rw [zpow_add_one₀ hn, zpow_sub_one₀ hn, hi]
  push_cast
  ring
```

## (i) Exponential growth beyond the limit

Let h²k² > 6. Show that there is a real r < −1 for which the scheme is solved by

u(j) = r^j

Now t > 1/2, and therefore c < −1. For r ≠ 0, inserting r^j into the recurrence and dividing by r^(j−1) gives

r² − 2cr + 1 = 0

Its roots are real because c² > 1. The root

r = c − √(c² − 1)

lies below c and hence below −1. The resulting sequence changes sign at every step and grows exponentially to the right, although for real k ≠ 0 every solution of u'' = −k²u is bounded.

The code writes the quadratic equation as r(2c − r) = 1 in `hq`. This identifies 1/r with 2c − r, so that r + 1/r = 2c, which is what the recurrence needs.

```lean
/-- For `h² k² > 6` the Numerov scheme has a solution `r^j` with real `r < -1`. -/
theorem growing_solution {h k : ℝ} (h6 : 6 < h ^ 2 * k ^ 2) :
    ∃ r : ℝ, r < -1 ∧ SolvesOscillator h k (fun j => (r : ℂ) ^ j) := by
  have hc : phaseCos h k < -1 := by
    rw [phaseCos, div_lt_iff₀ (one_add_stepParam_pos h k)]
    unfold stepParam
    linarith
  have hs0 := Real.sqrt_nonneg (phaseCos h k ^ 2 - 1)
  have hs := Real.sq_sqrt (show 0 ≤ phaseCos h k ^ 2 - 1 by nlinarith)
  -- the root of r² - 2 c r + 1 = 0 outside the unit circle
  obtain ⟨r, hr⟩ : ∃ r, r = phaseCos h k - Real.sqrt (phaseCos h k ^ 2 - 1) := ⟨_, rfl⟩
  have hr1 : r < -1 := by linarith
  have hq : r * (2 * phaseCos h k - r) = 1 := by
    rw [hr]
    linear_combination -hs
  have hqC : (r : ℂ) * (2 * (phaseCos h k : ℂ) - r) = 1 := by exact_mod_cast hq
  have hn : (r : ℂ) ≠ 0 := Complex.ofReal_ne_zero.mpr (by linarith)
  refine ⟨r, hr1, (solves_iff h k _).2 fun j => ?_⟩
  show (r : ℂ) ^ (j + 1) + (r : ℂ) ^ (j - 1) = 2 * (phaseCos h k : ℂ) * (r : ℂ) ^ j
  rw [zpow_add_one₀ hn, zpow_sub_one₀ hn, inv_eq_of_mul_eq_one_right hqC]
  ring

end NumerovDispersion
```

```lean
#print axioms NumerovDispersion.planeWave_solves_iff
#print axioms NumerovDispersion.exists_planeWave_iff
#print axioms NumerovDispersion.threshold_solution
#print axioms NumerovDispersion.growing_solution
```

```
'NumerovDispersion.planeWave_solves_iff' depends on axioms: [propext, Classical.choice, Quot.sound]
'NumerovDispersion.exists_planeWave_iff' depends on axioms: [propext, Classical.choice, Quot.sound]
'NumerovDispersion.threshold_solution' depends on axioms: [propext, Classical.choice, Quot.sound]
'NumerovDispersion.growing_solution' depends on axioms: [propext, Classical.choice, Quot.sound]
```
